# In a periodic cell of length L, a slab of fixed charge and width w shows 1 − w/L of its isolated potential step

Take permittivity 1, a cell \([0,2]\), and the charge density \(\rho(x)=-2\pi\sin(2\pi x)\) on \([0,1]\), with \(\rho=0\) on \([1,2]\). The charge is continuous and neutral, and its dipole is \(\int_0^2 x\rho(x)\,dx=1\). With no field at the left edge, Poisson's equation gives a potential \(\psi\) with slope \(\psi'(x)=1-\cos(2\pi x)\) in the slab and zero slope beyond it. It rises by 1 across the slab and stays there, so \(\psi(2)\neq\psi(0)\).

A periodic potential has to return to its starting value. Subtracting \(x/2\) achieves this without changing the charge, because a linear function has no second derivative. The vacuum now has slope \(-1/2\), and the step across the slab is \(1/2\) instead of 1. The slab fills half the cell, and half the step is lost.

## The vacuum slope and the slab step

Let a slab occupy \((a,b)\) in a cell \([0,L]\), with \(0\le a<b\le L\). Its charge density \(\rho\) is continuous on the cell and vanishes outside the slab. Write \(m=\int_0^L x\rho(x)\,dx\) for the dipole per unit area and \(\varepsilon>0\) for the permittivity. If \(\varepsilon\varphi''=-\rho\), and both \(\varphi\) and \(\varphi'\) match at the two cell ends, then

\[
\varphi'=-\frac{m}{\varepsilon L}\ \text{ in the vacuum},\qquad
\varphi(b)-\varphi(a)=\frac{m}{\varepsilon}\left(1-\frac{b-a}{L}\right).
\]

The same charge without an external field has step \(m/\varepsilon\). For \(m\neq0\) the periodic step is strictly smaller in magnitude. Neutrality is a consequence of the matching slopes.

## Reading vacuum levels from a periodic Poisson solver

An electronic-structure code that puts a polar slab in a periodic cell, with no correction for the dipole, meets this identity when the laterally averaged electrostatic potential is used to compare the vacuum levels of the two faces; the identity describes that potential for a given charge density, without the response of the electrons to the artificial field. The shortfall in the step has magnitude \(|m|(b-a)/(\varepsilon L)\), so for a fixed slab charge it decays only as \(1/L\). Adding \(mx/(\varepsilon L)\) to \(\varphi\) flattens the vacuum and restores the step \(m/\varepsilon\), and the potential then jumps at the cell boundary.

The formulas also give a check for a one-dimensional solver: supply a neutral charge density confined to a slab, then compare the vacuum slope and the step with the values above. In Hartree atomic units with all charge explicit, \(\varepsilon=1/(4\pi)\). For the potential energy of an electron, both signs reverse.

## From Gauss's law to the step

Let \(0\le c\le d\le L\). Integrating \((\varepsilon\varphi')'=-\rho\) gives Gauss's law,

\[
\int_c^d\rho\,dx=\varepsilon\varphi'(c)-\varepsilon\varphi'(d).
\]

Over the whole cell, matching slopes make the right side zero, so the charge is neutral. Next,

\[
(\varepsilon\varphi-x\varepsilon\varphi')'=\varepsilon\varphi'-\varepsilon\varphi'+x\rho=x\rho,
\]

and therefore

\[
\int_c^d x\rho\,dx=\bigl[\varepsilon\varphi-x\varepsilon\varphi'\bigr]_c^d .
\]

If \([c,d]\) is free of charge, both integrals vanish. The first identity gives \(\varphi'(d)=\varphi'(c)\), and the second then gives \(\varphi(d)-\varphi(c)=(d-c)\varphi'(c)\).

Now apply the moment identity to the whole cell and write \(s=\varphi'(0)=\varphi'(L)\):

\[
m=\varepsilon\bigl(\varphi(L)-\varphi(0)\bigr)-\varepsilon Ls=-\varepsilon Ls .
\]

Hence \(s=-m/(\varepsilon L)\). Every vacuum point is connected through vacuum to one of the cell ends, so it has this slope too.

The boundary term \(\varepsilon Ls\) is easily lost by arguing that \(\varphi'\) is periodic and its end contributions cancel. They do not, because \(\varphi'\) is multiplied by \(x\), which is not periodic. Without that term, every slab would appear to have \(m=0\).

For the step, linearity in the vacuum gives \(\varphi(a)-\varphi(0)=as\) and \(\varphi(L)-\varphi(b)=(L-b)s\). Substitution into the first form of the moment identity yields

\[
m=\varepsilon\bigl(\varphi(b)-\varphi(a)-(b-a)s\bigr),
\qquad
\varphi(b)-\varphi(a)=\frac m\varepsilon+(b-a)s .
\]

This uses only the equality of the end slopes. Inserting \(s=-m/(\varepsilon L)\) gives the periodic step. For the isolated slab, \(\psi'(0)=0\), and neutrality gives \(\psi'(L)=0\), so its step is \(m/\varepsilon\). The ratio \(1-(b-a)/L\) is at least 0 and less than 1, which gives the strict inequality for \(m\neq0\).

Conversely, let \(\rho\) be neutral. Set \(s=-m/(\varepsilon L)\) and \(g(x)=s-\varepsilon^{-1}\int_0^x\rho\,dt\), and let \(f\) be an antiderivative of \(g\). Neutrality gives \(g(0)=g(L)=s\). The moment identity becomes \(m=\varepsilon(f(L)-f(0))+m\), so \(f(L)=f(0)\), and \(f\) is a periodic potential.

## The cell and its potentials in Lean

`SolvesPoisson` takes the potential `φ` and its slope `φ'` as two functions and links them by derivatives within `Icc 0 L`, which are one-sided at the ends. Keeping `ε` constant means a uniform medium: for a slab in vacuum, it is the vacuum permittivity and `ρ` contains all the charge, electronic and ionic, with point ions smeared out so that `ρ` is continuous. `PeriodicPotential` adds the two matching conditions, `dipole` is \(m\), and `VacuumOutside` says that `ρ` is zero in the cell outside the open interval `Ioo a b`.

The isolated slab enters `periodic_step_underestimates` as any solution `ψ` for the same charge with `ψ' 0 = 0`, which stands for the absence of an external field.

```lean
import Mathlib

open Set

namespace PeriodicPolarSlab

/-- The potential `φ`, with slope `φ'`, solves Poisson's equation `ε φ'' = -ρ` on the
cell `[0, L]`; derivatives at the cell ends are one-sided. -/
structure SolvesPoisson (ε L : ℝ) (ρ φ φ' : ℝ → ℝ) : Prop where
  slope : ∀ x ∈ Icc 0 L, HasDerivWithinAt φ (φ' x) (Icc 0 L) x
  poisson : ∀ x ∈ Icc 0 L, HasDerivWithinAt (fun y => ε * φ' y) (-ρ x) (Icc 0 L) x

/-- A solution of Poisson's equation whose value and slope match at the two cell ends. -/
structure PeriodicPotential (ε L : ℝ) (ρ φ φ' : ℝ → ℝ) : Prop
    extends SolvesPoisson ε L ρ φ φ' where
  value_match : φ 0 = φ L
  slope_match : φ' 0 = φ' L

/-- The dipole (per unit area) of the charge in the cell, `∫ x ρ(x) dx` over `[0, L]`. -/
noncomputable def dipole (L : ℝ) (ρ : ℝ → ℝ) : ℝ := ∫ x in (0 : ℝ)..L, x * ρ x

/-- The charge density vanishes at every point of the cell outside the slab `(a, b)`. -/
def VacuumOutside (L a b : ℝ) (ρ : ℝ → ℝ) : Prop :=
  ∀ x ∈ Icc 0 L, x ∉ Ioo a b → ρ x = 0

variable {ε L a b c d : ℝ} {ρ φ φ' ψ ψ' : ℝ → ℝ}

/-- Gauss's law: if `φ` solves Poisson's equation with slope `φ'` and continuous `ρ`, the charge
between two planes of the cell is the drop of `ε φ'` between them. -/
theorem gauss_law (h : SolvesPoisson ε L ρ φ φ') (hρ : ContinuousOn ρ (Icc 0 L))
    (hc : 0 ≤ c) (hcd : c ≤ d) (hd : d ≤ L) :
    ∫ x in c..d, ρ x = ε * φ' c - ε * φ' d := by
  have hs : Icc c d ⊆ Icc 0 L := Icc_subset_Icc hc hd
  have key := intervalIntegral.integral_eq_sub_of_hasDerivAt_of_le hcd
    (f := fun y => ε * φ' y) (f' := fun x => -ρ x)
    (fun x hx => (h.poisson x (hs hx)).continuousWithinAt.mono hs)
    (fun x hx => (h.poisson x (hs (Ioo_subset_Icc_self hx))).hasDerivAt
      (Icc_mem_nhds (by linarith [hx.1]) (by linarith [hx.2])))
    ((hρ.mono hs).neg.intervalIntegrable_of_Icc hcd)
  simp only [intervalIntegral.integral_neg] at key
  linarith

/-- If `φ` solves Poisson's equation with slope `φ'` and continuous `ρ`, the first moment of the
charge between two planes of the cell is the change of `ε φ - x ε φ'` between them. -/
theorem first_moment (h : SolvesPoisson ε L ρ φ φ') (hρ : ContinuousOn ρ (Icc 0 L))
    (hc : 0 ≤ c) (hcd : c ≤ d) (hd : d ≤ L) :
    ∫ x in c..d, x * ρ x =
      (ε * φ d - d * (ε * φ' d)) - (ε * φ c - c * (ε * φ' c)) := by
  have hs : Icc c d ⊆ Icc 0 L := Icc_subset_Icc hc hd
  -- the derivative of `ε φ - x ε φ'` is `x ρ`
  have hF : ∀ x ∈ Icc 0 L, HasDerivWithinAt (fun y => ε * φ y - y * (ε * φ' y))
      (x * ρ x) (Icc 0 L) x := by
    intro x hx
    have h1 := (h.slope x hx).const_mul ε
    have h2 := (hasDerivWithinAt_id x (Icc 0 L)).mul (h.poisson x hx)
    exact (h1.sub h2).congr_deriv (by
      change ε * φ' x - (1 * (ε * φ' x) + x * -ρ x) = x * ρ x
      ring)
  exact intervalIntegral.integral_eq_sub_of_hasDerivAt_of_le hcd
    (f := fun y => ε * φ y - y * (ε * φ' y)) (f' := fun x => x * ρ x)
    (fun x hx => (hF x (hs hx)).continuousWithinAt.mono hs)
    (fun x hx => (hF x (hs (Ioo_subset_Icc_self hx))).hasDerivAt
      (Icc_mem_nhds (by linarith [hx.1]) (by linarith [hx.2])))
    ((continuousOn_id.mul (hρ.mono hs)).intervalIntegrable_of_Icc hcd)

/-- Across a charge-free interval of the cell the slope is the same at both ends and the
potential changes by slope times length, for `ε > 0` and continuous `ρ`. -/
theorem vacuum_linear (h : SolvesPoisson ε L ρ φ φ') (hρ : ContinuousOn ρ (Icc 0 L))
    (hε : 0 < ε) (hc : 0 ≤ c) (hcd : c ≤ d) (hd : d ≤ L)
    (h0 : ∀ x ∈ Icc c d, ρ x = 0) :
    φ' d = φ' c ∧ φ d - φ c = (d - c) * φ' c := by
  have z1 : ∫ x in c..d, ρ x = 0 := by
    rw [intervalIntegral.integral_congr (g := fun _ => (0 : ℝ))
      (fun x hx => h0 x (by rwa [uIcc_of_le hcd] at hx))]
    simp
  have z2 : ∫ x in c..d, x * ρ x = 0 := by
    rw [intervalIntegral.integral_congr (g := fun _ => (0 : ℝ))
      (fun x hx => by
        have hx0 := h0 x (by rwa [uIcc_of_le hcd] at hx)
        simp [hx0])]
    simp
  have g := gauss_law h hρ hc hcd hd
  have mm := first_moment h hρ hc hcd hd
  have e : φ' d = φ' c := mul_left_cancel₀ hε.ne' (by linarith)
  rw [e] at mm
  exact ⟨e, mul_left_cancel₀ hε.ne' (by linear_combination z2 - mm)⟩

/-- For `ε > 0`, `L > 0` and continuous `ρ`, a periodic potential exists exactly when the
cell carries no net charge. -/
theorem exists_periodic_iff_neutral (hε : 0 < ε) (hL : 0 < L) (hρ : Continuous ρ) :
    (∃ φ φ', PeriodicPotential ε L ρ φ φ') ↔ ∫ x in (0 : ℝ)..L, ρ x = 0 := by
  constructor
  · rintro ⟨φ, φ', h⟩
    rw [gauss_law h.toSolvesPoisson hρ.continuousOn le_rfl hL.le le_rfl, h.slope_match,
      sub_self]
  · intro hN
    -- integrate twice, starting from the slope that periodicity demands
    obtain ⟨s, hs⟩ : ∃ s : ℝ, ε * L * s = -dipole L ρ :=
      ⟨-dipole L ρ / (ε * L), mul_div_cancel₀ _ (mul_pos hε hL).ne'⟩
    obtain ⟨g, g0, gL, hg⟩ : ∃ g : ℝ → ℝ, g 0 = s ∧ g L = s ∧
        ∀ x, HasDerivAt g (-(ρ x / ε)) x :=
      ⟨fun x => s - (∫ t in (0 : ℝ)..x, ρ t) / ε, by simp, by simp [hN], fun x =>
        ((hρ.integral_hasStrictDerivAt 0 x).hasDerivAt.div_const ε).const_sub s⟩
    have hgc : Continuous g := continuous_iff_continuousAt.2 fun x => (hg x).continuousAt
    obtain ⟨f, hf⟩ : ∃ f : ℝ → ℝ, ∀ x, HasDerivAt f (g x) x :=
      ⟨_, fun x => (hgc.integral_hasStrictDerivAt 0 x).hasDerivAt⟩
    have hS : SolvesPoisson ε L ρ f g :=
      ⟨fun x _ => (hf x).hasDerivWithinAt, fun x _ =>
        (((hg x).const_mul ε).congr_deriv (by field_simp)).hasDerivWithinAt⟩
    have mm : dipole L ρ = _ := first_moment hS hρ.continuousOn le_rfl hL.le le_rfl
    rw [gL] at mm
    exact ⟨f, g, hS, mul_left_cancel₀ hε.ne' (by linear_combination mm - hs),
      g0.trans gL.symm⟩

/-- Everywhere in the vacuum of a periodic cell the potential has slope `-m / (ε L)`, where
`m` is the dipole of the continuous slab charge, `ε > 0` and `L > 0`. -/
theorem vacuum_slope (h : PeriodicPotential ε L ρ φ φ') (hρ : ContinuousOn ρ (Icc 0 L))
    (hε : 0 < ε) (hL : 0 < L) (hv : VacuumOutside L a b ρ) {x : ℝ}
    (hx : x ∈ Icc 0 L) (hxv : x ∉ Ioo a b) : φ' x = -dipole L ρ / (ε * L) := by
  have mm : dipole L ρ = _ := first_moment h.toSolvesPoisson hρ le_rfl hL.le le_rfl
  have e0 : φ' 0 = -dipole L ρ / (ε * L) := by
    rw [eq_div_iff (mul_pos hε hL).ne']
    linear_combination mm + ε * L * h.slope_match - ε * h.value_match
  -- the point is joined to one of the cell ends through vacuum
  rcases le_or_gt x a with hxa | hxa
  · rw [← e0]
    exact (vacuum_linear h.toSolvesPoisson hρ hε le_rfl hx.1 hx.2 fun y hy =>
      hv y ⟨hy.1, hy.2.trans hx.2⟩ fun k => by linarith [k.1, hy.2]).1
  · have hbx : b ≤ x := not_lt.1 fun k => hxv ⟨hxa, k⟩
    rw [← e0, h.slope_match]
    exact (vacuum_linear h.toSolvesPoisson hρ hε hx.1 hx.2 le_rfl fun y hy =>
      hv y ⟨hx.1.trans hy.1, hy.2⟩ fun k => by linarith [k.2, hy.1]).1.symm

/-- If a solution of Poisson's equation has equal slopes at the two cell ends, its step across a
slab `(a, b)` of continuous charge with dipole `m` is `m / ε` plus the slope at the cell edge times
the slab width, for `ε > 0`. -/
theorem slab_step (h : SolvesPoisson ε L ρ φ φ') (hρ : ContinuousOn ρ (Icc 0 L))
    (hε : 0 < ε) (ha : 0 ≤ a) (hab : a < b) (hb : b ≤ L) (hv : VacuumOutside L a b ρ)
    (hs : φ' 0 = φ' L) : φ b - φ a = dipole L ρ / ε + (b - a) * φ' 0 := by
  -- the potential is linear in the vacuum on either side of the slab
  have hl := (vacuum_linear h hρ hε le_rfl ha (hab.le.trans hb)
    fun y hy => hv y ⟨hy.1, by linarith [hy.2]⟩ fun k => by linarith [k.1, hy.2]).2
  obtain ⟨er, hr⟩ := vacuum_linear h hρ hε (ha.trans hab.le) hb le_rfl
    fun y hy => hv y ⟨by linarith [hy.1], hy.2⟩ fun k => by linarith [k.2, hy.1]
  rw [← er, ← hs] at hr
  have mm : dipole L ρ = _ := first_moment h hρ le_rfl (by linarith) le_rfl
  rw [← hs] at mm
  have hD : dipole L ρ = (φ b - φ a - (b - a) * φ' 0) * ε := by
    linear_combination mm + ε * hr + ε * hl
  rw [(div_eq_iff hε.ne').2 hD]
  ring

/-- The potential step across a slab `(a, b)` of continuous charge with dipole `m` in a
periodic cell of length `L > 0` is `(m / ε) (1 - (b - a) / L)`, for `ε > 0`. -/
theorem periodic_step (h : PeriodicPotential ε L ρ φ φ') (hρ : ContinuousOn ρ (Icc 0 L))
    (hε : 0 < ε) (ha : 0 ≤ a) (hab : a < b) (hb : b ≤ L) (hv : VacuumOutside L a b ρ) :
    φ b - φ a = dipole L ρ / ε * (1 - (b - a) / L) := by
  have hL : 0 < L := by linarith
  rw [slab_step h.toSolvesPoisson hρ hε ha hab hb hv h.slope_match,
    vacuum_slope h hρ hε hL hv ⟨le_rfl, hL.le⟩ fun k => by linarith [k.1]]
  ring

/-- For `ε > 0` and a slab `(a, b)` of continuous charge, let `ψ` solve the same Poisson
equation with zero slope at the left cell edge. The periodic step is `1 - (b - a) / L` times the step of `ψ`, and strictly smaller in
magnitude if the dipole is nonzero. -/
theorem periodic_step_underestimates (h : PeriodicPotential ε L ρ φ φ')
    (hψ : SolvesPoisson ε L ρ ψ ψ') (hψ0 : ψ' 0 = 0) (hρ : ContinuousOn ρ (Icc 0 L))
    (hε : 0 < ε) (ha : 0 ≤ a) (hab : a < b) (hb : b ≤ L) (hv : VacuumOutside L a b ρ) :
    φ b - φ a = (1 - (b - a) / L) * (ψ b - ψ a) ∧
      (dipole L ρ ≠ 0 → |φ b - φ a| < |ψ b - ψ a|) := by
  have hL : 0 < L := by linarith
  -- periodicity of `φ` makes the slab neutral, so `ψ` is flat at both cell ends
  have g1 := gauss_law h.toSolvesPoisson hρ le_rfl hL.le le_rfl
  have g2 := gauss_law hψ hρ le_rfl hL.le le_rfl
  rw [h.slope_match] at g1
  rw [hψ0] at g2
  have eL : ψ' L = 0 := mul_left_cancel₀ hε.ne' (by linarith)
  have hD := slab_step hψ hρ hε ha hab hb hv (hψ0.trans eL.symm)
  rw [hψ0, mul_zero, add_zero] at hD
  have ratio : φ b - φ a = (1 - (b - a) / L) * (ψ b - ψ a) := by
    rw [periodic_step h hρ hε ha hab hb hv, hD, mul_comm]
  refine ⟨ratio, fun hm => ?_⟩
  have hpos : 0 < |ψ b - ψ a| := by
    rw [hD]
    exact abs_pos.2 (div_ne_zero hm hε.ne')
  have ht : 0 < (b - a) / L := div_pos (by linarith) hL
  have ht1 : (b - a) / L ≤ 1 := (div_le_one hL).2 (by linarith)
  rw [ratio, abs_mul, abs_of_nonneg (by linarith : 0 ≤ 1 - (b - a) / L)]
  nlinarith [mul_pos ht hpos]

end PeriodicPolarSlab
```

```lean
#print axioms PeriodicPolarSlab.exists_periodic_iff_neutral
#print axioms PeriodicPolarSlab.periodic_step
#print axioms PeriodicPolarSlab.periodic_step_underestimates
```

```
'PeriodicPolarSlab.exists_periodic_iff_neutral' depends on axioms: [propext, Classical.choice, Quot.sound]
'PeriodicPolarSlab.periodic_step' depends on axioms: [propext, Classical.choice, Quot.sound]
'PeriodicPolarSlab.periodic_step_underestimates' depends on axioms: [propext, Classical.choice, Quot.sound]
```

`gauss_law` and `first_moment` apply the fundamental theorem of calculus, `intervalIntegral.integral_eq_sub_of_hasDerivAt_of_le`, to the two derivatives computed above. `vacuum_linear` sets both integrals to zero and cancels `ε` with `mul_left_cancel₀`.

In `vacuum_slope`, `linear_combination` combines the moment identity with the matching conditions to find the slope at 0. The case split on `x ≤ a` then chooses the cell end to which the point is connected. `slab_step` adds the two vacuum pieces to the moment identity, and `periodic_step` inserts the slope. `periodic_step_underestimates` first shows that `ψ` is flat at both ends, then obtains the ratio, and leaves the final inequality to `nlinarith`. `exists_periodic_iff_neutral` uses Gauss's law in one direction and the double integration in the other.

## Exact for a given charge, silent on self-consistency

The slope and step formulas hold for every periodic solution, whatever constant is added to the potential. They include a slab that fills the cell, \(a=0\) and \(b=L\), where the step is zero. Periodic solutions exist exactly when the cell is neutral; that theorem assumes `ρ` continuous on the whole real line, whereas the others need continuity only on the cell. The isolated solution `ψ` is supplied as a hypothesis, and \(\varphi(x)-\varphi'(0)x\) is one such solution.

The model is one-dimensional, with a prescribed charge that is exactly zero in the vacuum. Electron densities have tails there, and in a self-consistent calculation the artificial field polarises the slab, so \(m\) itself can depend on \(L\). The theorems say nothing about that dependence, about a permittivity that varies in space, or about the discretisation error of a solver.

The potential could also have been modelled as an \(L\)-periodic differentiable function on the whole line, with a periodic charge. Matching slopes would then follow from periodicity, and one-sided derivatives would disappear. The dipole would still need a choice of cell boundary, since moving the boundary through the slab can change \(m\). Here the condition that \((a,b)\) lies inside \([0,L]\) makes that choice.
